# The nested-commutator series for the similarity-transformed Hamiltonian exp(−T) H exp(T)

To derive coupled-cluster amplitude equations in a finite orbital basis, one replaces $e^{-T}He^{T}$ by

$$H+[H,T]+\tfrac1{2!}[[H,T],T]+\tfrac1{3!}[[[H,T],T],T]+\tfrac1{4!}[[[[H,T],T],T],T]$$

and projects its action on the reference determinant onto excited determinants. Here $H$ is the Hamiltonian, $T$ the cluster operator and $[X,T]=XT-TX$. The replacement is exact if $H$ is a linear combination of strings of at most four creators and annihilators, and every single creator or annihilator in them has vanishing double commutator with $T$. Without that condition the full infinite series still converges for bounded operators.

```lean
import Mathlib

open NormedSpace Matrix

namespace CoupledClusterSimilarity
```

## Commutators and the transformed Hamiltonian

Write $C_0(X)=X$ and $C_{k+1}(X)=[C_k(X),T]$, with $C_k=C_k(H)$. In Lean, $C_k(X)$ is `nestedComm X T k`. It needs only a ring, so neither Hermiticity nor a norm enters.

```lean
/-- The nested commutators `C₀ = H`, `C₍ₖ₊₁₎ = Cₖ T - T Cₖ` of a Hamiltonian `H` with a
cluster operator `T`. -/
def nestedComm {R : Type*} [Ring R] (H T : R) : ℕ → R
  | 0 => H
  | k + 1 => nestedComm H T k * T - T * nestedComm H T k
```

Scaling $T$ by a complex number $x$ gives $f(x)=e^{-xT}He^{xT}$, called `dressed H T`. Its value at $x=1$ is the operator usually written $\bar H$. The operators now live in a normed complex algebra `A`, later assumed complete; matrices are the finite-basis case.

```lean
/-- The similarity-transformed Hamiltonian `exp(-xT) H exp(xT)` as a function of the complex
parameter `x`. -/
noncomputable def dressed {A : Type*} [NormedRing A] [NormedAlgebra ℂ A] (H T : A) (x : ℂ) : A :=
  exp (-(x • T)) * H * exp (x • T)
```

## Products of operators

Suppose $C_a(X)=0$ and $C_b(Y)=0$. Then $C_n(XY)=0$ whenever $a+b\le n+1$, by induction on $n$. For $n=0$, one of $a,b$ is zero, so $X$ or $Y$ is zero. For the step from $n$ to $n+1$ with $a,b\ge1$, take the innermost commutator first (`shift`) and apply the Leibniz rule:

$$C_{n+1}(XY)=C_n([X,T]\,Y)+C_n(X\,[Y,T]).$$

Since $C_{a-1}([X,T])=0$ and $C_{b-1}([Y,T])=0$, the induction hypothesis removes both terms.

```lean
section Termination

variable {R : Type*} [Ring R]

/-- If the `a`-fold commutator of `X` with `T` and the `b`-fold commutator of `Y` with `T` vanish,
then so does the `n`-fold commutator of the product `X Y`, provided `a + b ≤ n + 1`. -/
theorem nestedComm_mul_eq_zero (T : R) {X Y : R} {a b n : ℕ} (hX : nestedComm X T a = 0)
    (hY : nestedComm Y T b = 0) (h : a + b ≤ n + 1) : nestedComm (X * Y) T n = 0 := by
  -- the innermost commutator can be taken first
  have shift : ∀ (k : ℕ) (Z : R),
      nestedComm Z T (k + 1) = nestedComm (Z * T - T * Z) T k := by
    intro k Z
    induction k with
    | zero => rfl
    | succ k ih => exact congrArg (fun W => W * T - T * W) ih
  have hadd : ∀ (k : ℕ) (U V : R),
      nestedComm (U + V) T k = nestedComm U T k + nestedComm V T k := by
    intro k U V
    induction k with
    | zero => rfl
    | succ k ih =>
      simp only [nestedComm, ih]
      noncomm_ring
  have hzero : ∀ k : ℕ, nestedComm (0 : R) T k = 0 := by
    intro k
    induction k with
    | zero => rfl
    | succ k ih => simp only [nestedComm, ih, zero_mul, mul_zero, sub_zero]
  induction n generalizing X Y a b with
  | zero =>
    rcases (by omega : a = 0 ∨ b = 0) with rfl | rfl
    · rw [show X = 0 from hX, zero_mul, hzero]
    · rw [show Y = 0 from hY, mul_zero, hzero]
  | succ n ih =>
    rcases a with _ | a
    · rw [show X = 0 from hX, zero_mul, hzero]
    rcases b with _ | b
    · rw [show Y = 0 from hY, mul_zero, hzero]
    -- Leibniz rule for the commutator with `T`
    have leibniz : X * Y * T - T * (X * Y) = (X * T - T * X) * Y + X * (Y * T - T * Y) := by
      noncomm_ring
    rw [shift, leibniz, hadd,
      ih (a := a) (b := b + 1) ((shift a X).symm.trans hX) hY (by omega),
      ih (a := a + 1) (b := b) hX ((shift b Y).symm.trans hY) (by omega), add_zero]
```

Now let every factor $u$ of a string satisfy $[[u,T],T]=0$. A string of $L$ factors then has $C_k=0$ for all $k>L$. The empty string is the identity, which commutes with $T$. Putting one more factor in front uses the product rule with $a=2$ and $b=k-1$, for which $a+b=k+1$.

```lean
/-- If every factor of an operator string has vanishing double commutator with `T`, then the
`k`-fold commutator of the string with `T` vanishes for every `k` above the number of factors. -/
theorem nestedComm_prod_eq_zero (T : R) (l : List R) (hl : ∀ u ∈ l, nestedComm u T 2 = 0)
    {k : ℕ} (hk : l.length < k) : nestedComm l.prod T k = 0 := by
  induction l generalizing k with
  | nil =>
    have h1 : nestedComm (1 : R) T 1 = 0 := (by simp : 1 * T - T * 1 = (0 : R))
    have h := nestedComm_mul_eq_zero T (n := k) h1 h1 (by simp at hk; omega)
    simpa using h
  | cons u l ih =>
    rw [List.length_cons] at hk
    rw [List.prod_cons]
    exact nestedComm_mul_eq_zero T (hl u (by simp))
      (ih (fun v hv => hl v (by simp [hv])) (k := k - 1) (by omega)) (by omega)

end Termination
```

## Derivatives and the Taylor series

The product rule gives

$$f'(x)=e^{-xT}(-T)He^{xT}+e^{-xT}HTe^{xT}=e^{-xT}[H,T]e^{xT}.$$

In the code, `h1` and `h2` differentiate the two exponentials and `key` collects the terms.

```lean
section Expansion

variable {A : Type*} [NormedRing A] [NormedAlgebra ℂ A] [CompleteSpace A]

/-- The derivative of `exp(-xT) H exp(xT)` with respect to `x` is the transformed commutator
`exp(-xT) (HT - TH) exp(xT)`. -/
theorem hasDerivAt_dressed (H T : A) (x : ℂ) :
    HasDerivAt (dressed H T) (dressed (H * T - T * H) T x) x := by
  have h1 : HasDerivAt (fun u : ℂ => exp (u • T)) (T * exp (x • T)) x :=
    hasDerivAt_exp_smul_const' T x
  have h2 : HasDerivAt (fun u : ℂ => exp (u • (-T))) (exp (x • (-T)) * (-T)) x :=
    hasDerivAt_exp_smul_const (-T) x
  simp only [smul_neg] at h2
  have key : ∀ a b : A, a * (-T) * H * b + a * H * (T * b) = a * (H * T - T * H) * b := by
    intro a b
    noncomm_ring
  exact ((h2.mul_const H).mul h1).congr_deriv (key _ _)
```

The derivative has the same form as $f$, with $[H,T]$ in place of $H$. By induction, $f^{(k)}(x)=e^{-xT}C_ke^{xT}$.

```lean
/-- The `k`-th derivative of `exp(-xT) H exp(xT)` with respect to `x` is `exp(-xT) Cₖ exp(xT)`,
with `Cₖ` the `k`-fold commutator of `H` with `T`. -/
theorem iteratedDeriv_dressed (H T : A) (k : ℕ) :
    iteratedDeriv k (dressed H T) = dressed (nestedComm H T k) T := by
  induction k with
  | zero => exact iteratedDeriv_zero
  | succ k ih =>
    rw [iteratedDeriv_succ, ih]
    funext x
    exact (hasDerivAt_dressed (nestedComm H T k) T x).deriv
```

Thus $f$ is differentiable on the whole complex plane, and its Taylor series about $0$ converges everywhere. With $f^{(k)}(0)=C_k$, evaluation at $x=1$ gives

$$e^{-T}He^{T}=\sum_{k=0}^{\infty}\frac{C_k}{k!}.$$

`HasSum` states that the series converges to this value.

```lean
/-- The commutator expansion of the similarity-transformed Hamiltonian: the series of `Cₖ / k!`
converges to `exp(-T) H exp(T)`. -/
theorem hasSum_commutator_expansion (H T : A) :
    HasSum (fun k : ℕ => (k.factorial : ℂ)⁻¹ • nestedComm H T k) (exp (-T) * H * exp T) := by
  have hd : Differentiable ℂ (dressed H T) :=
    fun x => (hasDerivAt_dressed H T x).differentiableAt
  -- Taylor series of an entire function about `0`, evaluated at `1`
  have h := Complex.hasSum_taylorSeries_of_entire hd 0 1
  simp only [iteratedDeriv_dressed] at h
  simpa [dressed] using h
```

## Where the series stops

If $C_m=0$, every later commutator vanishes too, and the series reduces to the sum over $k<m$. The code obtains the later zeros from the product rule with $Y=1$.

```lean
/-- If the `m`-fold commutator of `H` with `T` vanishes, then `exp(-T) H exp(T)` equals the finite
sum of `Cₖ / k!` over `k < m`. -/
theorem expansion_terminates (H T : A) {m : ℕ} (hm : nestedComm H T m = 0) :
    exp (-T) * H * exp T =
      ∑ k ∈ Finset.range m, (k.factorial : ℂ)⁻¹ • nestedComm H T k := by
  have h1 : nestedComm (1 : A) T 1 = 0 := (by simp : 1 * T - T * 1 = (0 : A))
  refine (hasSum_commutator_expansion H T).unique (hasSum_sum_of_ne_finset_zero ?_)
  intro k hk
  have hmk : m ≤ k := by simpa using hk
  have h := nestedComm_mul_eq_zero T (n := k) hm h1 (by omega)
  rw [mul_one] at h
  rw [h, smul_zero]
```

Write $H=\sum_i g_iw_i$, where the $g_i$ are the one- and two-electron integrals with their prefactors and each $w_i$ is a string of at most four operators. Nested commutators are linear in $H$ (`hlin`), and each string has $C_5(w_i)=0$, so $C_5=0$. The sum over `Finset.range 5` runs from $k=0$ to $4$.

A cluster operator satisfies the double-commutator condition because it only excites. Each term of $T$ is a product of equally many creators of virtual orbitals and annihilators of occupied ones. These operators all anticommute with one another, and each term of $T$ contains an even number of them, so each of them commutes with $T$. The commutator of any single creator or annihilator with $T$ is zero or a linear combination of products of such operators, so it commutes with $T$ as well. For a general cluster operator this argument is given here in words only; the theorem takes its conclusion as the hypothesis `hw`.

```lean
/-- Let `H` be a linear combination of strings of at most four operators, each with vanishing double
commutator with `T`. Then the expansion of `exp(-T) H exp(T)` ends at the latest with the fourfold
commutator. -/
theorem two_body_expansion {ι : Type*} (s : Finset ι) (g : ι → ℂ) (w : ι → List A) (H T : A)
    (hH : H = ∑ i ∈ s, g i • (w i).prod) (hlen : ∀ i ∈ s, (w i).length ≤ 4)
    (hw : ∀ i ∈ s, ∀ u ∈ w i, nestedComm u T 2 = 0) :
    exp (-T) * H * exp T =
      ∑ k ∈ Finset.range 5, (k.factorial : ℂ)⁻¹ • nestedComm H T k := by
  -- nested commutators are linear in the Hamiltonian
  have hlin : ∀ k : ℕ, nestedComm H T k = ∑ i ∈ s, g i • nestedComm (w i).prod T k := by
    intro k
    induction k with
    | zero => exact hH
    | succ k ih =>
      simp only [nestedComm, ih, Finset.sum_mul, Finset.mul_sum, smul_sub,
        Finset.sum_sub_distrib, smul_mul_assoc, mul_smul_comm]
  apply expansion_terminates
  rw [hlin]
  refine Finset.sum_eq_zero fun i hi => ?_
  rw [nestedComm_prod_eq_zero T (w i) (hw i hi) (Nat.lt_succ_of_le (hlen i hi)), smul_zero]

end Expansion
```

## Matrices

For complex $n\times n$ matrices, both the derivative formula and the series hold without any condition on $H$ or $T$. The code selects an operator norm, but in finite dimension every norm gives the same limits.

```lean
open scoped Matrix.Norms.Operator in
/-- For complex `n` by `n` matrices, the `k`-th derivative of `exp(-xT) H exp(xT)` is
`exp(-xT) Cₖ exp(xT)`, and the series of `Cₖ / k!` converges to `exp(-T) H exp(T)`. -/
theorem matrix_expansion {n : ℕ} (H T : Matrix (Fin n) (Fin n) ℂ) :
    (∀ (k : ℕ) (x : ℂ), iteratedDeriv k (fun y : ℂ => exp (-(y • T)) * H * exp (y • T)) x =
      exp (-(x • T)) * nestedComm H T k * exp (x • T)) ∧
    HasSum (fun k : ℕ => (k.factorial : ℂ)⁻¹ • nestedComm H T k) (exp (-T) * H * exp T) :=
  ⟨fun k x => congrFun (iteratedDeriv_dressed H T k) x, hasSum_commutator_expansion H T⟩
```

## One excitation between two modes

Take an occupied mode with annihilator $a_o$ and a virtual mode with annihilator $a_v$, in the occupation basis $00,01,10,11$.

```lean
/-- Annihilator of the first of two fermionic modes, in the basis `00, 01, 10, 11`. -/
def cOcc : Matrix (Fin 4) (Fin 4) ℂ := !![0, 0, 1, 0; 0, 0, 0, 1; 0, 0, 0, 0; 0, 0, 0, 0]
```

The minus sign in the second annihilator makes the two modes anticommute.

```lean
/-- Annihilator of the second of two fermionic modes, in the basis `00, 01, 10, 11`. -/
def cVir : Matrix (Fin 4) (Fin 4) ℂ := !![0, 1, 0, 0; 0, 0, 0, 0; 0, 0, 0, -1; 0, 0, 0, 0]
```

Let $T=a_v^\dagger a_o$. The matrices are real, so the transpose is the adjoint. The anticommutation relations give

$$[a_o,T]=0,\quad[a_o^\dagger,T]=-a_v^\dagger,\quad[a_v,T]=a_o,\quad[a_v^\dagger,T]=0.$$

A second commutator with $T$ gives zero in all four cases, although two of the first commutators are nonzero. Lean checks the single commutators entry by entry and then combines them.

```lean
/-- For the single excitation `T` from the first mode to the second, all four creators and
annihilators have vanishing double commutator with `T`, while the commutator of the first creator
with `T` is minus the second creator. -/
theorem two_body_expansion_witness :
    (∀ u ∈ [cOcc, cOccᵀ, cVir, cVirᵀ], nestedComm u (cVirᵀ * cOcc) 2 = 0) ∧
      nestedComm cOccᵀ (cVirᵀ * cOcc) 1 = -cVirᵀ := by
  have hT : cVirᵀ * cOcc = !![0, 0, 0, 0; 0, 0, 1, 0; 0, 0, 0, 0; 0, 0, 0, 0] := by
    ext i j
    fin_cases i <;> fin_cases j <;>
      simp [cOcc, cVir, Matrix.mul_apply, Fin.sum_univ_succ]
  rw [hT]
  set T : Matrix (Fin 4) (Fin 4) ℂ :=
    !![0, 0, 0, 0; 0, 0, 1, 0; 0, 0, 0, 0; 0, 0, 0, 0] with hTdef
  have hO : cOccᵀ = !![0, 0, 0, 0; 0, 0, 0, 0; 1, 0, 0, 0; 0, 1, 0, 0] := by
    ext i j
    fin_cases i <;> fin_cases j <;> simp [cOcc]
  have hV : cVirᵀ = !![0, 0, 0, 0; 1, 0, 0, 0; 0, 0, 0, 0; 0, 0, -1, 0] := by
    ext i j
    fin_cases i <;> fin_cases j <;> simp [cVir]
  -- the four single commutators
  obtain ⟨h1, h2, h3, h4⟩ : cOcc * T - T * cOcc = 0 ∧ cOccᵀ * T - T * cOccᵀ = -cVirᵀ ∧
      cVir * T - T * cVir = cOcc ∧ cVirᵀ * T - T * cVirᵀ = 0 := by
    rw [hO, hV]
    refine ⟨?_, ?_, ?_, ?_⟩ <;> ext i j <;> fin_cases i <;> fin_cases j <;>
      simp [hTdef, cOcc, cVir]
  have two : ∀ u : Matrix (Fin 4) (Fin 4) ℂ,
      nestedComm u T 2 = (u * T - T * u) * T - T * (u * T - T * u) := fun _ => rfl
  refine ⟨?_, h2⟩
  intro u hu
  simp only [List.mem_cons, List.not_mem_nil, or_false] at hu
  rcases hu with hu | hu | hu | hu
  · rw [two, hu, h1, zero_mul, mul_zero, sub_zero]
  · rw [two, hu, h2, neg_mul, mul_neg, ← neg_sub', h4, neg_zero]
  · rw [two, hu, h3, h1]
  · rw [two, hu, h4, zero_mul, mul_zero, sub_zero]

end CoupledClusterSimilarity
```

```lean
#print axioms CoupledClusterSimilarity.hasSum_commutator_expansion
#print axioms CoupledClusterSimilarity.two_body_expansion
#print axioms CoupledClusterSimilarity.matrix_expansion
```

```
'CoupledClusterSimilarity.hasSum_commutator_expansion' depends on axioms: [propext, Classical.choice, Quot.sound]
'CoupledClusterSimilarity.two_body_expansion' depends on axioms: [propext, Classical.choice, Quot.sound]
'CoupledClusterSimilarity.matrix_expansion' depends on axioms: [propext, Classical.choice, Quot.sound]
```
